# The two binomial orderings of \(x^m p^n\) agree for all \(m,n\) exactly when \([x,p]\) commutes with \(x\) and \(p\)

Take a particle on a line whose inverse mass is a polynomial in the position \(x\). Its classical kinetic energy may contain the term \(x^4p^2\), where \(p\) is the momentum. To turn this term into a Weyl-ordered operator, one can spread the four factors \(x\) around \(p^2\), which gives five terms, or spread the two factors \(p\) around \(x^4\), which gives three:

\[
\tfrac1{16}\left(p^2x^4+4xp^2x^3+6x^2p^2x^2+4x^3p^2x+x^4p^2\right)
=\tfrac14\left(x^4p^2+2px^4p+p^2x^4\right).
\]

Replacing the longer expression by the shorter one is legitimate because \([x,p]=xp-px\) is a multiple of the identity. The theorems below treat all powers, and ask only that \([x,p]\) commute with \(x\) and \(p\).

## The algebra and the ordered monomial

```lean
import Mathlib

open Finset

namespace McCoyWeylOrdering

noncomputable section

variable {A : Type*} [Ring A] [Algebra ℚ A]
```

`A` is any ring with unit in which elements can be multiplied by rational numbers. Multiplication is associative but need not be commutative. Complex operator algebras qualify, since they also admit rational scalars. There is no Hilbert space, adjoint or \(\hbar\) here, and any two elements can be multiplied. Unbounded operators therefore have to be taken on a common domain that they map into itself.

```lean
/-- The binomially weighted ordering `2^(-m) ∑ C(m,k) x^k p^n x^(m-k)` of the monomial with
`m` factors `x` and `n` factors `p`. -/
def binomialOrder (x p : A) (m n : ℕ) : A :=
  (1 / 2 : ℚ) ^ m • ∑ k ∈ range (m + 1), m.choose k • (x ^ k * p ^ n * x ^ (m - k))
```

For natural numbers \(m,n\), `binomialOrder x p m n` is

\[
W_{m,n}(x,p)=2^{-m}\sum_{k=0}^{m}\binom mk x^k p^n x^{m-k}.
\]

The set `range (m + 1)` contains \(0,\dots,m\), and `•` multiplies an element of `A` by a number. The other form needs no new definition: exchanging the roles gives `binomialOrder p x n m`, which is

\[
W_{n,m}(p,x)=2^{-n}\sum_{k=0}^{n}\binom nk p^k x^m p^{n-k}.
\]

Weyl ordering is often defined as the average over all arrangements of the \(m+n\) factors; the theorems compare the two binomial sums with each other and do not relate either of them to that average.

## Symmetrised multiplication

```lean
/-- Symmetrised multiplication by an element `a`: the linear map `b ↦ (ab + ba)/2`. -/
def symMul (a : A) : Module.End ℚ A :=
  (1 / 2 : ℚ) • (LinearMap.mulLeft ℚ a + LinearMap.mulRight ℚ a)
```

`Module.End ℚ A` is the type of linear maps from `A` to itself, with composition as the product. Write \(L_a b=ab\) and \(R_a b=ba\) for left and right multiplication by \(a\). The definition is \(S_a=\tfrac12(L_a+R_a)\).

```lean
theorem symMul_apply (a b : A) : symMul a b = (1 / 2 : ℚ) • (a * b + b * a) := rfl
```

This is the same definition applied to an element: \(S_a b=\tfrac12(ab+ba)\). The proof `rfl` says that both sides agree once the definitions are unfolded.

```lean
/-- Symmetrising `m` times with `x` distributes the factors `x` to the left and right of `b`
with binomial weights. -/
theorem symMul_pow_apply (x b : A) (m : ℕ) :
    (symMul x ^ m) b =
      (1 / 2 : ℚ) ^ m • ∑ k ∈ range (m + 1), m.choose k • (x ^ k * b * x ^ (m - k)) := by
  -- left and right multiplication commute, so the binomial theorem applies
  have hc : Commute (LinearMap.mulLeft ℚ x) (LinearMap.mulRight ℚ x) := by
    change LinearMap.mulLeft ℚ x * LinearMap.mulRight ℚ x =
      LinearMap.mulRight ℚ x * LinearMap.mulLeft ℚ x
    exact LinearMap.ext fun a => (mul_assoc x a x).symm
  rw [symMul, smul_pow, hc.add_pow m, LinearMap.smul_apply, LinearMap.sum_apply]
  congr 1
  refine Finset.sum_congr rfl fun k _ => ?_
  rw [LinearMap.pow_mulLeft, LinearMap.pow_mulRight, ← nsmul_eq_mul']
  change m.choose k • (x ^ k * (b * x ^ (m - k))) = _
  rw [mul_assoc]
```

Left and right multiplication by \(x\) commute, because \(x(ax)=(xa)x\) for every \(a\). The ordinary binomial theorem therefore applies to \(L_x+R_x\):

\[
S_x^m b=2^{-m}\sum_{k=0}^m\binom mk L_x^kR_x^{m-k}b
=2^{-m}\sum_{k=0}^m\binom mk x^k b\,x^{m-k}.
\]

In the proof, `hc` records that the two maps commute, and `hc.add_pow m` is the binomial expansion. Setting \(b=p^n\) gives \(S_x^m p^n=W_{m,n}(x,p)\).

```lean
/-- Symmetrising the identity `n` times with `p` gives the power `p^n`. -/
theorem symMul_pow_one (p : A) (n : ℕ) : (symMul p ^ n) 1 = p ^ n := by
  induction n with
  | zero => simp
  | succ n ih =>
    rw [pow_succ', Module.End.mul_apply, ih, symMul_apply, ← pow_succ', ← pow_succ]
    module
```

Starting from the identity, repeated symmetrisation with \(p\) builds ordinary powers. For \(n=0\) both sides are \(1\), and the induction step is

\[
S_p\,p^n=\tfrac12(p\,p^n+p^n p)=p^{n+1}.
\]

The tactic `module` does the last piece of linear arithmetic, in which half of \(y+y\) is \(y\).

## When two symmetrisations can be exchanged

```lean
/-- The commutator of the symmetrised multiplications by `x` and `p`, applied to `b`, is a
quarter of the commutator of `[x,p]` with `b`. -/
theorem symMul_commutator (x p b : A) :
    symMul x (symMul p b) - symMul p (symMul x b) =
      (1 / 4 : ℚ) • ((x * p - p * x) * b - b * (x * p - p * x)) := by
  simp only [symMul_apply, mul_smul_comm, smul_mul_assoc, mul_add, add_mul, mul_sub, sub_mul,
    mul_assoc]
  module
```

Let \(c=xp-px\). Expanding both orders gives

\[
\begin{aligned}
4S_xS_pb&=xpb+xbp+pbx+bpx,\\
4S_pS_xb&=pxb+pbx+xbp+bxp.
\end{aligned}
\]

The terms \(xbp\) and \(pbx\) cancel in the difference, leaving

\[
S_xS_pb-S_pS_xb=\tfrac14(cb-bc).
\]

Lean follows the same route: `simp only` multiplies out the products and `module` collects the terms. The two maps can thus be exchanged on any \(b\) that commutes with \(c\).

```lean
/-- If `c` commutes with `a` and `b`, it commutes with every repeated symmetrisation of `b`
with `a`. -/
theorem commute_symMul_pow {c a b : A} (ha : Commute c a) (hb : Commute c b) (m : ℕ) :
    Commute c ((symMul a ^ m) b) := by
  induction m with
  | zero => simpa using hb
  | succ m ih =>
    rw [pow_succ', Module.End.mul_apply, symMul_apply]
    exact ((ha.mul_right ih).add_right (ih.mul_right ha)).smul_right _
```

To use this repeatedly, one must know that symmetrisation does not lead out of the set of elements commuting with \(c\). Here `c` is an arbitrary element, and `Commute c a` means \(ca=ac\). If \(c\) commutes with \(a\) and with \(b'=S_a^m b\), it commutes with \(ab'\), with \(b'a\), and hence with half their sum, \(S_a^{m+1}b\). The last line of the proof assembles these facts in that order.

## Equality of the two forms

```lean
/-- **Equality of the two binomial orderings.** If `[x,p]` commutes with `x` and `p`, then `2^(-m) ∑
C(m,k) x^k p^n x^(m-k) = 2^(-n) ∑ C(n,k) p^k x^m p^(n-k)`. -/
theorem mccoy_ordering {x p : A} (hx : Commute (x * p - p * x) x)
    (hp : Commute (x * p - p * x) p) (m n : ℕ) :
    binomialOrder x p m n = binomialOrder p x n m := by
  -- one symmetrisation with `p` passes through `m` symmetrisations with `x`
  have step : ∀ (b : A), Commute (x * p - p * x) b → ∀ j : ℕ,
      (symMul x ^ j) (symMul p b) = symMul p ((symMul x ^ j) b) := by
    intro b hb j
    induction j with
    | zero => simp
    | succ j ih =>
      rw [pow_succ', Module.End.mul_apply, Module.End.mul_apply, ih]
      apply sub_eq_zero.mp
      rw [symMul_commutator, (commute_symMul_pow hx hb j).eq, sub_self, smul_zero]
  -- hence all powers can be interchanged when acting on the identity
  have swap : ∀ j : ℕ, (symMul x ^ m) ((symMul p ^ j) 1) =
      (symMul p ^ j) ((symMul x ^ m) 1) := by
    intro j
    induction j with
    | zero => simp
    | succ j ih =>
      rw [pow_succ', Module.End.mul_apply, Module.End.mul_apply,
        step _ (commute_symMul_pow hp (Commute.one_right _) j) m, ih]
  have h := swap n
  rw [symMul_pow_one, symMul_pow_one, symMul_pow_apply, symMul_pow_apply] at h
  exact h
```

The hypotheses `hx` and `hp` say that \(c\) commutes with \(x\) and with \(p\). Physically, they express that the commutator behaves like a number towards the pair, as \(i\hbar\) times the identity does for canonical position and momentum. The conclusion is \(W_{m,n}(x,p)=W_{n,m}(p,x)\) for all natural \(m,n\), zero included.

The first part, `step`, moves one \(S_p\) through \(j\) factors \(S_x\). Suppose \(b\) commutes with \(c\). The case \(j=0\) is immediate, and if the claim holds for \(j\), then

\[
S_x^{j+1}S_pb=S_xS_pS_x^jb=S_pS_xS_x^jb=S_pS_x^{j+1}b.
\]

The first equality is the induction hypothesis. The second is the exchange rule, which applies because \(S_x^jb\) still commutes with \(c\).

The second part, `swap`, moves \(j\) factors \(S_p\) through all \(m\) factors \(S_x\), acting on \(1\). Again \(j=0\) is immediate. Since \(S_p^j1\) commutes with \(c\), `step` and the induction hypothesis give

\[
S_x^mS_p^{j+1}1=S_pS_x^mS_p^j1=S_pS_p^jS_x^m1=S_p^{j+1}S_x^m1.
\]

For \(j=n\), the powers built from the identity turn this into \(S_x^mp^n=S_p^nx^m\). Expanding each side binomially yields the two forms, which is what the final `rw` does.

## The condition is exact

```lean
/-- For two factors `x` and one factor `p`, with no condition on the commutator, the two forms
differ by a quarter of `[[x,p],x]`. -/
theorem ordering_defect (x p : A) :
    binomialOrder x p 2 1 - binomialOrder p x 1 2 =
      (1 / 4 : ℚ) • ((x * p - p * x) * x - x * (x * p - p * x)) := by
  unfold binomialOrder
  rw [← symMul_pow_apply, ← symMul_pow_apply]
  simp only [pow_two, pow_one, Module.End.mul_apply, symMul_apply, mul_smul_comm,
    smul_mul_assoc, mul_add, add_mul, mul_sub, sub_mul, mul_assoc]
  module
```

No condition on \(c\) is assumed here. For two factors \(x\) and one factor \(p\), the forms are

\[
W_{2,1}(x,p)=\tfrac14(x^2p+2xpx+px^2),\qquad
W_{1,2}(p,x)=\tfrac12(x^2p+px^2).
\]

Their difference is

\[
\tfrac14(2xpx-x^2p-px^2)=\tfrac14(cx-xc),
\]

as multiplying out \(c=xp-px\) confirms. Lean first rewrites both forms as repeated symmetrisations, then expands and collects.

```lean
/-- The two forms of the ordering agree for all powers exactly when `[x,p]` commutes with both
`x` and `p`. -/
theorem mccoy_ordering_iff (x p : A) :
    (∀ m n : ℕ, binomialOrder x p m n = binomialOrder p x n m) ↔
      Commute (x * p - p * x) x ∧ Commute (x * p - p * x) p := by
  refine ⟨fun h => ?_, fun h m n => mccoy_ordering h.1 h.2 m n⟩
  have quarter : ∀ y : A, (1 / 4 : ℚ) • y = 0 → y = 0 := by
    intro y hy
    calc y = (4 : ℚ) • ((1 / 4 : ℚ) • y) := by module
      _ = 0 := by rw [hy, smul_zero]
  constructor
  · -- the cubic monomial with two factors `x`
    have d := ordering_defect x p
    rw [h 2 1, sub_self] at d
    exact sub_eq_zero.mp (quarter _ d.symm)
  · -- the cubic monomial with two factors `p`
    have d := ordering_defect p x
    rw [h 1 2, sub_self] at d
    have e : Commute (p * x - x * p) p := sub_eq_zero.mp (quarter _ d.symm)
    have e' := e.neg_left
    rwa [neg_sub] at e'
```

The symbol `↔` means "if and only if". The direction from right to left is the preceding theorem. For the other direction, assume that the forms agree for all \(m,n\).

At \((m,n)=(2,1)\) the difference just computed is zero, so \(\tfrac14(cx-xc)=0\). Multiplying by \(4\), which is the task of `quarter`, gives \(cx=xc\).

At \((m,n)=(1,2)\) the same formula is used with \(x\) and \(p\) exchanged. It shows that \(px-xp=-c\) commutes with \(p\), and `neg_left` and `neg_sub` remove the sign. Agreement at these two cubic monomials is all that this direction uses.

## A pair of operators that satisfies the condition

```lean
/-- The position operator on rational polynomials: multiplication by the variable. -/
def polyPosition : Module.End ℚ (Polynomial ℚ) := LinearMap.mulLeft ℚ Polynomial.X
```

The algebra is now the linear operators on polynomials with rational coefficients. `polyPosition` sends a polynomial \(f\) to \(Xf\), where \(X\) is the variable.

```lean
/-- The differentiation operator on rational polynomials. -/
def polyDerivative : Module.End ℚ (Polynomial ℚ) := Polynomial.derivative
```

`polyDerivative` sends \(f\) to its derivative \(f'\). It is the momentum operator without the factor \(-i\hbar\), which is not available over the rationals.

```lean
/-- Position and differentiation on polynomials have commutator `-1`, which commutes with
both of them. -/
theorem mccoy_ordering_witness :
    polyPosition * polyDerivative - polyDerivative * polyPosition = -1 ∧
    Commute (polyPosition * polyDerivative - polyDerivative * polyPosition) polyPosition ∧
    Commute (polyPosition * polyDerivative - polyDerivative * polyPosition) polyDerivative := by
  have h : polyPosition * polyDerivative - polyDerivative * polyPosition = -1 := by
    refine LinearMap.ext fun f => ?_
    change Polynomial.X * Polynomial.derivative f -
      Polynomial.derivative (Polynomial.X * f) = -f
    rw [Polynomial.derivative_mul, Polynomial.derivative_X]
    ring
  -- the operator `-1` commutes with every linear operator
  have k : ∀ T : Module.End ℚ (Polynomial ℚ), Commute (-1) T := by
    intro T
    change (-1) * T = T * (-1)
    exact LinearMap.ext fun f => (map_neg T f).symm
  rw [h]
  exact ⟨rfl, k _, k _⟩

end

end McCoyWeylOrdering
```

The product rule gives

\[
Xf'-(Xf)'=Xf'-f-Xf'=-f,
\]

so the commutator is `-1`, the negative of the identity operator. It commutes with every linear operator \(T\), because \(-T(f)=T(-f)\). The theorem states the value of the commutator together with the two commutation conditions, so `mccoy_ordering` applies to this non-commuting pair.

```lean
#print axioms McCoyWeylOrdering.mccoy_ordering_iff
```

```
'McCoyWeylOrdering.mccoy_ordering_iff' depends on axioms: [propext, Classical.choice, Quot.sound]
```
